# From the polynomial recursion to the Schrödinger equation at each positive order for a perturbed harmonic oscillator

Let $H_0 = -\frac12\frac{d^2}{dx^2} + \frac12x^2$ be the one-dimensional harmonic-oscillator Hamiltonian in natural units, and let the perturbation $V$ be a real polynomial. The theorem `schrodinger_order` concerns the unnormalised functions $\psi_n(x) = P_n(x)e^{-x^2/2}$, with $P_0 = 1$ and $E_0 = 1/2$. It assumes that the real polynomials $P_n$ and real energies $E_n$ satisfy $-\frac12P_{n+1}'' + xP_{n+1}' = -VP_n + \sum_{k=0}^{n} E_{k+1}P_{n-k}$ for every natural number $n$, and that every $P_n$ with $n \ge 1$ vanishes at the origin. It concludes that $H_0\psi_{n+1} + V\psi_n = \sum_{k=0}^{n+1} E_k\psi_{n+1-k}$ at every real $x$ and for every natural number $n$. The attempt turns $H_0$ into an operator on the polynomial prefactor, inserts the recursion, and tries to split the $E_0$ term from the energy sum so that the two sides can be compared.

An attempt in Lean 4 with a fault in it:

```lean
import Mathlib

open Polynomial

namespace SchrodingerOrder

noncomputable section

/-- The operator `L(P) = -P''/2 + x P'` on real polynomials. -/
def oscL (P : ℝ[X]) : ℝ[X] :=
  X * derivative P - C (1 / 2) * derivative (derivative P)

/-- The wave function `P(x) exp(-x²/2)` with polynomial prefactor `P`. -/
def wave (P : ℝ[X]) (x : ℝ) : ℝ := P.eval x * Real.exp (-x ^ 2 / 2)

/-- The harmonic-oscillator Hamiltonian `-ψ''/2 + x²ψ/2` in natural units. -/
def H0 (ψ : ℝ → ℝ) (x : ℝ) : ℝ := -(deriv (deriv ψ) x) / 2 + x ^ 2 / 2 * ψ x

/-- The polynomials `P n` and energies `E n` solve the perturbation equations of all orders
for the perturbation `V`, with `P 0 = 1`, `E 0 = 1/2` and all later `P n` vanishing at the origin. -/
structure IsRSSeries (V : ℝ[X]) (P : ℕ → ℝ[X]) (E : ℕ → ℝ) : Prop where
  P_zero : P 0 = 1
  E_zero : E 0 = 1 / 2
  norm : ∀ n, (P (n + 1)).eval 0 = 0
  order : ∀ n, oscL (P (n + 1)) =
    -V * P n + ∑ k ∈ Finset.range (n + 1), C (E (k + 1)) * P (n - k)

/-- On a polynomial times the Gaussian, the oscillator Hamiltonian acts as `L + 1/2` on the
polynomial. -/
theorem H0_wave (P : ℝ[X]) (x : ℝ) :
    H0 (wave P) x = wave (oscL P) x + 1 / 2 * wave P x := by
  -- differentiation sends the prefactor Q to Q' - xQ
  have hd (Q : ℝ[X]) (y : ℝ) :
      HasDerivAt (wave Q) (wave (derivative Q - X * Q) y) y := by
    have h2 : HasDerivAt (fun z : ℝ => -z ^ 2 / 2) (-y) y :=
      ((hasDerivAt_pow 2 y).fun_neg.div_const 2).congr_deriv (by norm_num; ring)
    refine ((Q.hasDerivAt y).fun_mul h2.exp).congr_deriv ?_
    simp only [wave, eval_sub, eval_mul, eval_X]
    ring
  have h1 (Q : ℝ[X]) : deriv (wave Q) = wave (derivative Q - X * Q) :=
    funext fun y => (hd Q y).deriv
  rw [H0, h1, h1]
  simp only [wave, oscL, derivative_sub, derivative_mul, derivative_X, eval_sub, eval_add,
    eval_mul, eval_X, eval_C, eval_one]
  ring

/-- The wave functions `P n · exp(-x²/2)` of a solution satisfy the Schrödinger equation with
perturbation `V` in every order beyond the zeroth. -/
theorem schrodinger_order {V : ℝ[X]} {P : ℕ → ℝ[X]} {E : ℕ → ℝ}
    (h : IsRSSeries V P E) (n : ℕ) (x : ℝ) :
    H0 (wave (P (n + 1))) x + V.eval x * wave (P n) x =
      ∑ k ∈ Finset.range (n + 2), E k * wave (P (n + 1 - k)) x := by
  rw [H0_wave, h.order n, Finset.sum_range_succ', h.E_zero]
  simp only [wave, eval_add, eval_mul, eval_neg, eval_finset_sum, eval_C,
    Nat.add_sub_add_right, Nat.sub_zero, add_mul, Finset.sum_mul, mul_assoc]
  ring

end

end SchrodingerOrder
```

Compiling this gives:

```
Main.lean:53:50: error: Tactic `rewrite` failed: Did not find an occurrence of the pattern
  E 0
in the target expression
  wave (-V * P n + (∑ k ∈ Finset.range n, C (E (k + 1 + 1)) * P (n - (k + 1)) + C (E (0 + 1)) * P (n - 0))) x +
        1 / 2 * wave (P (n + 1)) x +
      eval x V * wave (P n) x =
    ∑ k ∈ Finset.range (n + 2), E k * wave (P (n + 1 - k)) x

V : ℝ[X]
P : ℕ → ℝ[X]
E : ℕ → ℝ
h : IsRSSeries V P E
n : ℕ
x : ℝ
⊢ wave (-V * P n + (∑ k ∈ Finset.range n, C (E (k + 1 + 1)) * P (n - (k + 1)) + C (E (0 + 1)) * P (n - 0))) x +
        1 / 2 * wave (P (n + 1)) x +
      eval x V * wave (P n) x =
    ∑ k ∈ Finset.range (n + 2), E k * wave (P (n + 1 - k)) x
```

The change, after which it compiles:

```diff
@@ -51,6 +51,11 @@
     H0 (wave (P (n + 1))) x + V.eval x * wave (P n) x =
       ∑ k ∈ Finset.range (n + 2), E k * wave (P (n + 1 - k)) x := by
-  rw [H0_wave, h.order n, Finset.sum_range_succ', h.E_zero]
-  simp only [wave, eval_add, eval_mul, eval_neg, eval_finset_sum, eval_C,
+  -- split off the unperturbed energy
+  have hsum : ∑ k ∈ Finset.range (n + 2), E k * wave (P (n + 1 - k)) x =
+      ∑ k ∈ Finset.range (n + 1), E (k + 1) * wave (P (n + 1 - (k + 1))) x
+        + E 0 * wave (P (n + 1 - 0)) x :=
+    Finset.sum_range_succ' (fun k => E k * wave (P (n + 1 - k)) x) (n + 1)
+  rw [H0_wave, h.order n, hsum, h.E_zero]
+  simp only [wave, eval_add, eval_mul, eval_neg, Polynomial.eval_finsetSum, eval_C,
     Nat.add_sub_add_right, Nat.sub_zero, add_mul, Finset.sum_mul, mul_assoc]
   ring
```

Cause. The error says that `rw` found no `E 0` to replace when it reached `h.E_zero`. The preceding rewrite had split the wrong sum. `h.order n` had just brought a sum over `Finset.range (n + 1)` into the left side, and `Finset.sum_range_succ'`, given without arguments, matched that one. This produced `E (0 + 1)`, while the sum on the right, over `Finset.range (n + 2)`, stayed whole, with its zeroth energy still hidden under the bound variable in `E k`.

The repair states the splitting of the right-hand sum as `hsum`, giving `Finset.sum_range_succ'` its summand and length explicitly. Rewriting with `hsum` can only affect that sum, and it exposes the `E 0` that `h.E_zero` needs.

The diff also replaces `eval_finset_sum` by `Polynomial.eval_finsetSum` in the `simp only` call. This plays no part in curing the reported error: the proof stopped before that call, so the message says nothing about the old name.
